# In a hard sphere of radius (l+1)(l+2) bohr, hydrogen's lowest level of angular momentum l is the free n = l+2 level

Without a lower bound, I can't judge my variational energies for hydrogen with its nucleus at the centre of a hard-wall sphere: each one says only that the true lowest level is no higher. For $l=0$ and radius 2 bohr, the trial function $u=r(2-r)$, where $u$ is $r$ times the radial wave function, gives me exactly 0 hartree. I'm told that the answer is $-1/8$, the free 2s energy, because the 2s function has its node at 2 bohr. I can see that this makes $-1/8$ an allowed energy. But 2s is an excited state. What stops some other function in the sphere from going lower?

## The node moves to the wall, and a square remains

What stops it is that the 2s function has no zero inside the sphere. Its logarithmic derivative is therefore finite there, and the energy can be written as the claimed level plus an integral of a square. The same works for every $l$.

Use atomic units. Let $R=(l+1)(l+2)$ and $E=-1/(2(l+2)^2)$, and let $u$, again $r$ times the radial wave function, be real and $C^1$ on $[0,R]$ with $u(0)=u(R)=0$. Its energy density is

$$\frac{u'^2}{2}+Vu^2,\qquad V=\frac{l(l+1)}{2r^2}-\frac1r .$$

The candidate state is $f=r^{l+1}(R-r)e^{-r/(l+2)}$, with logarithmic derivative

$$g=\frac{f'}{f}=\frac{l+1}{r}-\frac1{R-r}-\frac1{l+2}.$$

Differentiating and squaring $g$ gives

$$g'+g^2=\frac{l(l+1)}{r^2}+\frac1{(l+2)^2}-\frac{2(l+1)}{r(R-r)}-\frac{2(l+1)}{(l+2)r}+\frac{2}{(l+2)(R-r)}.$$

Since $\frac1{r(R-r)}=\frac1R\left(\frac1r+\frac1{R-r}\right)$ and $2(l+1)/R=2/(l+2)$, the terms in $1/(R-r)$ cancel and those in $1/r$ add up to $-2/r$. Hence $g'+g^2=2(V-E)$, and

$$\left(\frac{gu^2}{2}\right)'=\frac{g'u^2}{2}+guu'=\frac{u'^2}{2}+(V-E)u^2-\frac{(u'-gu)^2}{2}.$$

Although $g$ diverges at both ends, $u$ vanishes there and has a finite slope. So $u/r$ and $u/(R-r)$ have finite limits, $gu$ stays bounded, and $gu^2/2$ tends to zero at the centre and at the wall. Integration gives

$$\int_0^R\left(\frac{u'^2}{2}+Vu^2\right)dr=E\int_0^R u^2\,dr+\frac12\int_0^R(u'-gu)^2\,dr .$$

The last term is never negative, and it is zero for $u=f$ because $f'=gf$. The free 1s function is no competitor, since it doesn't vanish at the wall.

## What the square measures in a basis-set calculation

For your function, $u'-gu=r(2-r)/2$. The last term, half the integral of the square, is then $2/15$ and the norm integral is $16/15$, so the energy per norm lies $1/8$ above the exact level, which is your 0.

Now add $r^2(2-r)$ to the basis. The Hamiltonian and overlap matrices are

$$H=\begin{pmatrix}0&4/15\\4/15&16/15\end{pmatrix},\qquad S=\begin{pmatrix}16/15&16/15\\16/15&128/105\end{pmatrix},$$

and the lower root of $\det(H-\lambda S)=0$ is about $-0.1208$ hartree. The remaining $0.0042$ is half the integral of the square for the normalised optimum. The result thus supplies an exact reference energy for confined-atom calculations, for one electron, an impenetrable wall and one special radius per $l$.

## Trial functions and the least energy in Lean

`nodeRadius l` is $R$, and `freeLevel n` is $-1/(2n^2)$ in hartree, for nuclear charge 1 and a fixed nucleus. That these numbers are the levels of the free atom, with $n=l+1$ the lowest for given $l$, is familiar physics which the file takes over as a formula.

A trial function is a pair `u`, `u'` satisfying `IsTrial b u u'`: `u'` is the derivative of `u` on $[0,b]$, one-sided at the ends, it is continuous there, and `u` is zero at $0$ and $b$. The condition at $b$ stands for an infinitely high potential wall. `energy` and `normSq` are the integrals of the energy density and of $u^2$.

The bound is `energy_ge`. The theorem `lowest_level` says first that `confinedState l`, which is $f$, has energy equal to `freeLevel (l + 2)` times its norm integral. It then says, through `IsLeast`, that this level is the smallest number $\lambda$ (`E` in the code) for which some trial function has positive norm integral and energy $\lambda$ times that integral. These $\lambda$ are the energies of normalised trial functions.

The radius is fixed at $R$ and $l$ is fixed throughout. The separation of the three-dimensional wave function into radial and angular parts is presupposed, and nothing is said about higher levels in the sphere.

The trial functions could also have been modelled as a Sobolev space, with square-integrable weak derivatives. That would admit the kinked, piecewise linear functions of finite-element codes, which `IsTrial` excludes. The minimum would stay the same, but $u/r$ might then have no limit at the centre, nor $u/(R-r)$ at the wall. The boundary terms would need the estimate $u(r)^2\le r\int_0^r u'^2$ and its counterpart at the wall instead.

```lean
import Mathlib

open Set MeasureTheory Filter Topology

namespace ConfinedHydrogen

noncomputable section

/-- The radius `(l+1)(l+2)` of the hard-wall sphere, in Bohr radii. -/
def nodeRadius (l : ℕ) : ℝ := (l + 1) * (l + 2)

/-- The level `-1/(2n²)` of the free hydrogen atom in Hartree, for `n ≥ 1`. -/
def freeLevel (n : ℕ) : ℝ := -1 / (2 * (n : ℝ) ^ 2)

/-- Radial energy density of `u` with slope `u'`: kinetic, centrifugal and Coulomb terms,
for `r > 0`. -/
def density (l : ℕ) (u u' : ℝ → ℝ) (r : ℝ) : ℝ :=
  u' r ^ 2 / 2 + l * (l + 1) * u r ^ 2 / (2 * r ^ 2) - u r ^ 2 / r

/-- The energy integral over a sphere of radius `b`. -/
def energy (l : ℕ) (b : ℝ) (u u' : ℝ → ℝ) : ℝ := ∫ r in (0 : ℝ)..b, density l u u' r

/-- The integral of `u²` over `[0, b]`. -/
def normSq (b : ℝ) (u : ℝ → ℝ) : ℝ := ∫ r in (0 : ℝ)..b, u r ^ 2

/-- `u` is continuously differentiable on `[0, b]` with derivative `u'`, and vanishes at the
centre and at the hard wall. -/
structure IsTrial (b : ℝ) (u u' : ℝ → ℝ) : Prop where
  deriv : ∀ r ∈ Icc 0 b, HasDerivWithinAt u (u' r) (Icc 0 b) r
  cont : ContinuousOn u' (Icc 0 b)
  center : u 0 = 0
  wall : u b = 0

/-- The function `r^(l+1) (R - r) exp(-r/(l+2))` with `R = (l+1)(l+2)`. -/
def confinedState (l : ℕ) (r : ℝ) : ℝ :=
  r ^ (l + 1) * (nodeRadius l - r) * Real.exp (-r / (l + 2))

/-- The formula for the slope of the confined state. -/
def confinedSlope (l : ℕ) (r : ℝ) : ℝ :=
  r ^ l * ((l + 1) * (nodeRadius l - r) - r - r * (nodeRadius l - r) / (l + 2)) *
    Real.exp (-r / (l + 2))

/-- The logarithmic derivative of the confined state, for `0 < r < (l+1)(l+2)`. -/
def logSlope (l : ℕ) (r : ℝ) : ℝ := (l + 1) / r - 1 / (nodeRadius l - r) - 1 / (l + 2)

variable {l : ℕ} {b : ℝ} {u u' : ℝ → ℝ}

/-- The sphere has positive radius. -/
lemma nodeRadius_pos (l : ℕ) : 0 < nodeRadius l := by unfold nodeRadius; positivity

/-- At a zero `a` of a trial function, `u / (r - a)` extends continuously. -/
lemma exists_quotient (h : IsTrial b u u') {a : ℝ} (h0 : u a = 0) :
    ∃ q : ℝ → ℝ, ContinuousOn q (Icc 0 b) ∧ ∀ r, r ≠ a → q r = u r / (r - a) := by
  refine ⟨Function.update (slope u a) a (u' a), fun r hr => ?_, fun r hne => by
    rw [Function.update_of_ne hne, slope_def_field, h0, sub_zero]⟩
  by_cases hne : r = a
  · subst hne
    exact continuousWithinAt_update_same.2 (hasDerivWithinAt_iff_tendsto_slope.1 (h.deriv r hr))
  · refine (continuousWithinAt_update_of_ne hne).2 ?_
    show ContinuousWithinAt (fun x => (x - a)⁻¹ * (u x - u a)) (Icc 0 b) r
    exact ((continuousWithinAt_id.sub continuousWithinAt_const).inv₀ (sub_ne_zero.2 hne)).mul
      ((h.deriv r hr).continuousWithinAt.sub continuousWithinAt_const)

/-- A function that agrees inside the sphere with one continuous up to the ends is integrable. -/
lemma integrable_of_interior {F G : ℝ → ℝ} (hb : 0 ≤ b) (hF : ContinuousOn F (Icc 0 b))
    (h : EqOn F G (Ioo 0 b)) : IntervalIntegrable G volume 0 b := by
  rw [intervalIntegrable_iff_integrableOn_Icc_of_le hb, integrableOn_Icc_iff_integrableOn_Ioo]
  exact (hF.integrableOn_Icc.mono_set Ioo_subset_Icc_self).congr_fun h measurableSet_Ioo

/-- The energy density of a trial function is integrable up to the centre. -/
theorem density_integrable (l : ℕ) (hb : 0 ≤ b) (h : IsTrial b u u') :
    IntervalIntegrable (density l u u') volume 0 b := by
  obtain ⟨q, hq, hqu⟩ := exists_quotient h h.center
  have hc := h.cont
  have hF : ContinuousOn (fun r => u' r ^ 2 / 2 + l * (l + 1) * q r ^ 2 / 2 - q r ^ 2 * r)
      (Icc 0 b) := by fun_prop
  refine integrable_of_interior hb hF fun r hr => ?_
  have hr0 : r ≠ 0 := hr.1.ne'
  have e : u r ^ 2 / r = (u r / r) ^ 2 * r := by field_simp
  show u' r ^ 2 / 2 + l * (l + 1) * q r ^ 2 / 2 - q r ^ 2 * r = density l u u' r
  rw [hqu r hr0, sub_zero, density, e]
  ring

/-- Completing the square for a trial function: inside the sphere of radius `(l+1)(l+2)`, the energy
density minus `-1/(2(l+2)²)` times `u²` is a total derivative plus half a square. -/
theorem flux_hasDerivAt (h : IsTrial (nodeRadius l) u u') {r : ℝ}
    (hr : r ∈ Ioo 0 (nodeRadius l)) : HasDerivAt (fun x => logSlope l x * u x ^ 2 / 2)
      (density l u u' r - freeLevel (l + 2) * u r ^ 2
        - (u' r - logSlope l r * u r) ^ 2 / 2) r := by
  have hu := (h.deriv r (Ioo_subset_Icc_self hr)).hasDerivAt (Icc_mem_nhds hr.1 hr.2)
  have hr0 : r ≠ 0 := hr.1.ne'
  have hR : nodeRadius l - r ≠ 0 := (sub_pos.2 hr.2).ne'
  have hl : (l : ℝ) + 2 ≠ 0 := by positivity
  have hg : HasDerivAt (logSlope l) (-(l + 1) / r ^ 2 - 1 / (nodeRadius l - r) ^ 2) r := by
    have h1 := (hasDerivAt_const r ((l : ℝ) + 1)).fun_div (hasDerivAt_id' r) hr0
    have h2 := (hasDerivAt_const r (1 : ℝ)).fun_div
      ((hasDerivAt_id' r).const_sub (nodeRadius l)) hR
    exact ((h1.fun_sub h2).sub_const (1 / ((l : ℝ) + 2))).congr_deriv (by ring)
  -- the Riccati form of the radial Schrödinger equation
  have ric : -((l : ℝ) + 1) / r ^ 2 - 1 / (nodeRadius l - r) ^ 2 =
      l * (l + 1) / r ^ 2 - 2 / r + 1 / ((l : ℝ) + 2) ^ 2 - logSlope l r ^ 2 := by
    unfold logSlope
    unfold nodeRadius at hR ⊢
    field_simp
    ring
  have hE : freeLevel (l + 2) = -(1 / ((l : ℝ) + 2) ^ 2) / 2 := by
    unfold freeLevel
    push_cast
    generalize ((l : ℝ) + 2) ^ 2 = x
    ring
  have hsq : HasDerivAt (fun x => u x ^ 2) (2 * u r * u' r) r :=
    (hu.fun_pow 2).congr_deriv (by simp)
  refine ((hg.fun_mul hsq).div_const 2).congr_deriv ?_
  rw [ric, hE]
  unfold density
  ring

/-- The energy of a trial function in the sphere of radius `(l+1)(l+2)` is `-1/(2(l+2)²)` times
the integral of `u²`, plus the integral of half a square. -/
theorem energy_identity (h : IsTrial (nodeRadius l) u u') :
    energy l (nodeRadius l) u u' = freeLevel (l + 2) * normSq (nodeRadius l) u +
      ∫ r in (0 : ℝ)..nodeRadius l, (u' r - logSlope l r * u r) ^ 2 / 2 := by
  have hR := (nodeRadius_pos l).le
  have hu : ContinuousOn u (Icc 0 (nodeRadius l)) :=
    fun r hr => (h.deriv r hr).continuousWithinAt
  have hc := h.cont
  obtain ⟨q, hq, hqu⟩ := exists_quotient h h.center
  obtain ⟨p, hp, hpu⟩ := exists_quotient h h.wall
  -- `logSlope * u` extends continuously to centre and wall
  obtain ⟨w, hw, hwg⟩ : ∃ w : ℝ → ℝ, ContinuousOn w (Icc 0 (nodeRadius l)) ∧
      ∀ r ∈ Ioo 0 (nodeRadius l), w r = logSlope l r * u r := by
    refine ⟨fun r => (l + 1) * q r + p r - u r / (l + 2), by fun_prop, fun r hr => ?_⟩
    have e : u r / (r - nodeRadius l) = -(u r / (nodeRadius l - r)) := by
      rw [← neg_sub (nodeRadius l) r, div_neg]
    simp only [hqu r hr.1.ne', hpu r hr.2.ne, e, sub_zero, logSlope]
    ring
  have iD := density_integrable l hR h
  have iU : IntervalIntegrable (fun r => u r ^ 2) volume 0 (nodeRadius l) :=
    integrable_of_interior hR (hu.pow 2) fun _ _ => rfl
  have iS : IntervalIntegrable (fun r => (u' r - logSlope l r * u r) ^ 2 / 2) volume 0
      (nodeRadius l) :=
    integrable_of_interior hR (((hc.sub hw).pow 2).div_const 2) fun r hr => by
      show (u' r - w r) ^ 2 / 2 = (u' r - logSlope l r * u r) ^ 2 / 2
      rw [hwg r hr]
  have i1 : IntervalIntegrable (fun r => density l u u' r - freeLevel (l + 2) * u r ^ 2)
      volume 0 (nodeRadius l) := iD.sub (iU.const_mul (freeLevel (l + 2)))
  have key := intervalIntegral.integral_eq_sub_of_hasDerivAt_of_le hR
    (f := fun r => w r * u r / 2)
    (f' := fun r => density l u u' r - freeLevel (l + 2) * u r ^ 2
      - (u' r - logSlope l r * u r) ^ 2 / 2)
    ((hw.mul hu).div_const 2)
    (fun r hr => (flux_hasDerivAt h hr).congr_of_eventuallyEq (by
      filter_upwards [Ioo_mem_nhds hr.1 hr.2] with x hx
      rw [hwg x hx]
      ring))
    (i1.sub iS)
  rw [intervalIntegral.integral_sub i1 iS,
    intervalIntegral.integral_sub iD (iU.const_mul (freeLevel (l + 2))),
    intervalIntegral.integral_const_mul, h.wall, h.center] at key
  unfold energy normSq
  linarith

/-- In the hard-wall sphere of radius `(l+1)(l+2)`, every trial function of angular momentum `l`
has energy at least `-1/(2(l+2)²)` times the integral of `u²`. -/
theorem energy_ge (h : IsTrial (nodeRadius l) u u') :
    freeLevel (l + 2) * normSq (nodeRadius l) u ≤ energy l (nodeRadius l) u u' := by
  rw [energy_identity h]
  exact le_add_of_nonneg_right
    (intervalIntegral.integral_nonneg (nodeRadius_pos l).le fun r _ => by positivity)

/-- The confined state is a trial function for the sphere of radius `(l+1)(l+2)`. -/
theorem confinedState_isTrial (l : ℕ) :
    IsTrial (nodeRadius l) (confinedState l) (confinedSlope l) where
  deriv r _ := by
    have he : HasDerivAt (fun x : ℝ => Real.exp (-x / (l + 2)))
        (Real.exp (-r / (l + 2)) * (-1 / (l + 2))) r :=
      ((hasDerivAt_id' r).fun_neg.div_const ((l : ℝ) + 2)).exp
    refine ((((hasDerivAt_pow (l + 1) r).fun_mul
      ((hasDerivAt_id' r).const_sub (nodeRadius l))).fun_mul he).congr_deriv ?_).hasDerivWithinAt
    simp only [confinedSlope, Nat.add_sub_cancel]
    push_cast
    ring
  cont := by
    show ContinuousOn (fun r : ℝ => confinedSlope l r) _
    simp only [confinedSlope]
    fun_prop
  center := by simp [confinedState]
  wall := by simp [confinedState]

/-- In the hard-wall sphere of radius `(l+1)(l+2)`, the lowest ratio of energy to the integral
of `u²` among nonzero trial functions of angular momentum `l` is the free level `n = l+2`, and
the confined state attains it. -/
theorem lowest_level (l : ℕ) :
    energy l (nodeRadius l) (confinedState l) (confinedSlope l) =
      freeLevel (l + 2) * normSq (nodeRadius l) (confinedState l) ∧
    IsLeast {E : ℝ | ∃ u u' : ℝ → ℝ, IsTrial (nodeRadius l) u u' ∧
      0 < normSq (nodeRadius l) u ∧ energy l (nodeRadius l) u u' = E * normSq (nodeRadius l) u}
      (freeLevel (l + 2)) := by
  have hR := nodeRadius_pos l
  have heq : energy l (nodeRadius l) (confinedState l) (confinedSlope l) =
      freeLevel (l + 2) * normSq (nodeRadius l) (confinedState l) := by
    -- the square vanishes inside the sphere
    have z : ∫ r in Ioo 0 (nodeRadius l),
        (confinedSlope l r - logSlope l r * confinedState l r) ^ 2 / 2 = 0 := by
      refine setIntegral_eq_zero_of_forall_eq_zero fun r hr => ?_
      have a1 : ((l : ℝ) + 1) / r * r = l + 1 := div_mul_cancel₀ _ hr.1.ne'
      have a2 : 1 / (nodeRadius l - r) * (nodeRadius l - r) = 1 :=
        div_mul_cancel₀ _ (sub_pos.2 hr.2).ne'
      have e : confinedSlope l r = logSlope l r * confinedState l r := by
        unfold confinedSlope logSlope confinedState
        linear_combination
          (-(r ^ l * (nodeRadius l - r) * Real.exp (-r / (l + 2)))) * a1 +
          (r ^ l * r * Real.exp (-r / (l + 2))) * a2
      rw [e]
      ring
    rw [energy_identity (confinedState_isTrial l), intervalIntegral.integral_of_le hR.le,
      integral_Ioc_eq_integral_Ioo, z, add_zero]
  refine ⟨heq, ⟨_, _, confinedState_isTrial l, ?_, heq⟩, ?_⟩
  · have hc : Continuous fun r => confinedState l r ^ 2 := by
      simp only [confinedState]
      fun_prop
    refine intervalIntegral.intervalIntegral_pos_of_pos_on
      (hc.intervalIntegrable _ _) (fun r hr => ?_) hR
    have h1 : 0 < r := hr.1
    have h2 : 0 < nodeRadius l - r := sub_pos.2 hr.2
    have h3 : 0 < confinedState l r := by unfold confinedState; positivity
    exact pow_pos h3 2
  · rintro E ⟨u, u', h, hn, hE⟩
    have := energy_ge h
    rw [hE] at this
    exact le_of_mul_le_mul_right this hn

end

end ConfinedHydrogen
```

```lean
#print axioms ConfinedHydrogen.lowest_level
-- 'ConfinedHydrogen.lowest_level' depends on axioms: [propext, Classical.choice, Quot.sound]
```

## From bounded quotients to the minimum

`exists_quotient` handles the singular ends. At a zero $a$ of $u$, it fills the gap in $u/(r-a)$ with the value `u' a` and obtains a function continuous on the whole interval. With $q=u/r$, the energy density becomes $u'^2/2+l(l+1)q^2/2-q^2r$ inside the sphere, and `density_integrable` follows through `integrable_of_interior`. This matters because Lean gives a non-integrable function the integral 0, which would make `energy` meaningless.

`flux_hasDerivAt` is the completed square. Its step `hg` differentiates $g$, and `ric` is the identity $g'+g^2=2(V-E)$, solved for $g'$ and settled by `field_simp` and `ring`. The product rule then gives the derivative of $gu^2/2$.

`energy_identity` integrates this. It builds a continuous function `w` that equals $gu$ inside the sphere, using one quotient at the centre and one at the wall. The fundamental theorem of calculus is applied to `w r * u r / 2`, which needs continuity on the closed interval but a derivative only inside. Both end values vanish because $u$ does, and `linarith` rearranges the result. `energy_ge` then discards the square.

`confinedState_isTrial` checks the derivative of $f$ and its two zeros. In `lowest_level`, `linear_combination` proves $f'=gf$ inside the sphere, so the integral of the square is zero and the bound is attained. Since $f>0$ there, its norm integral is positive, and $f$ supplies the member of the set that `IsLeast` requires. For any other member $\lambda$, dividing `energy_ge` by the positive norm integral shows that $\lambda$ is no lower.
